# Mean scattering intensity of a one-dimensional paracrystal with finitely many possible spacings

Let $N$ identical atoms lie on a line, with spacings $a$ drawn independently from one finite distribution, and let $\varphi$ be the mean of $e^{-iqa}$, where $q$ is the component of the scattering vector along the line. For single scattering, and in units of the intensity from one atom, the mean scattering intensity of the chain is $N+2\,\mathrm{Re}\sum_{0<m<N}(N-m)\varphi^m$. If $|\varphi|<1$, the mean intensity per atom tends to $(1-|\varphi|^2)/|1-\varphi|^2$ as $N\to\infty$.

```lean
import Mathlib

open Filter Topology ComplexConjugate

namespace Paracrystal

noncomputable section

variable {ι : Type*} [Fintype ι]

/-- The phase factor `exp(-iqx)` of a scatterer at position `x`. -/
def phase (q x : ℝ) : ℂ := Complex.exp (((-(q * x) : ℝ) : ℂ) * Complex.I)

/-- The position of atom `j`: the sum of all spacings that precede it. Each atom is followed by
a spacing, and the one after the last atom plays no role. -/
def position (a : ι → ℝ) {N : ℕ} (ω : Fin N → ι) (j : Fin N) : ℝ :=
  ∑ k, if k < j then a (ω k) else 0

/-- The structure factor `S(q)`, the sum of the phase factors of the `N` atoms. -/
def structureFactor (q : ℝ) (a : ι → ℝ) {N : ℕ} (ω : Fin N → ι) : ℂ :=
  ∑ j, phase q (position a ω j)

/-- The mean over independent spacings: each configuration is weighted by the product of the
weights `p` of its spacings. -/
def mean {V : Type*} [AddCommGroup V] [Module ℝ V] (p : ι → ℝ) {N : ℕ}
    (f : (Fin N → ι) → V) : V :=
  ∑ ω, (∏ k, p (ω k)) • f ω

/-- The mean phase factor `φ` of a single spacing. -/
def spacingFactor (p a : ι → ℝ) (q : ℝ) : ℂ := ∑ s, p s • phase q (a s)

/-- The mean of `|S(q)|²` for `N` atoms. -/
def meanIntensity (p a : ι → ℝ) (q : ℝ) (N : ℕ) : ℝ :=
  mean p (fun ω : Fin N → ι => ‖structureFactor q a ω‖ ^ 2)

/-- The mean over `N + 1` spacings can be taken over the first spacing and the rest in turn. -/
theorem mean_succ {V : Type*} [AddCommGroup V] [Module ℝ V] (p : ι → ℝ) {N : ℕ}
    (f : (Fin (N + 1) → ι) → V) :
    mean p f = ∑ s, p s • mean p (fun ω : Fin N → ι => f (Fin.cons s ω)) := by
  unfold mean
  let e : ι × (Fin N → ι) ≃ (Fin (N + 1) → ι) := Fin.consEquiv (fun _ => ι)
  calc _ = ∑ x : ι × (Fin N → ι),
        (∏ k, p ((Fin.cons x.1 x.2 : Fin (N + 1) → ι) k)) • f (Fin.cons x.1 x.2) :=
        (e.sum_comp (fun ω : Fin (N + 1) → ι => (∏ k, p (ω k)) • f ω)).symm
    _ = _ := by
        rw [Fintype.sum_prod_type]
        refine Finset.sum_congr rfl fun s _ => ?_
        rw [Finset.smul_sum]
        refine Finset.sum_congr rfl fun ω _ => ?_
        rw [Fin.prod_univ_succ, mul_smul]
        simp only [Fin.cons_zero, Fin.cons_succ]

/-- If the weights sum to one, the mean of a constant is that constant. -/
theorem mean_const {V : Type*} [AddCommGroup V] [Module ℝ V] {p : ι → ℝ}
    (hp : ∑ s, p s = 1) (N : ℕ) (v : V) : mean p (fun _ : Fin N → ι => v) = v := by
  induction N with
  | zero => simp [mean]
  | succ N ih =>
    rw [mean_succ]
    simp only [ih]
    rw [← Finset.sum_smul, hp, one_smul]

/-- The mean is additive and commutes with real-linear maps. -/
theorem mean_add_linear {V W : Type*} [AddCommGroup V] [Module ℝ V] [AddCommGroup W]
    [Module ℝ W] (p : ι → ℝ) {N : ℕ} (g : (Fin N → ι) → W) (L : V →ₗ[ℝ] W)
    (f : (Fin N → ι) → V) :
    mean p (fun ω => g ω + L (f ω)) = mean p g + L (mean p f) := by
  simp only [mean, smul_add, Finset.sum_add_distrib, map_sum, map_smul]

omit [Fintype ι] in
/-- Putting an atom and a spacing `a s` in front of a chain multiplies its structure factor by
the phase factor of that spacing and adds one. -/
theorem structureFactor_cons (q : ℝ) (a : ι → ℝ) {N : ℕ} (s : ι) (ω : Fin N → ι) :
    structureFactor q a (Fin.cons s ω : Fin (N + 1) → ι)
      = 1 + phase q (a s) * structureFactor q a ω := by
  have h0 : position a (Fin.cons s ω : Fin (N + 1) → ι) 0 = 0 := by simp [position]
  have hs : ∀ j : Fin N, position a (Fin.cons s ω : Fin (N + 1) → ι) j.succ
      = a s + position a ω j := by
    intro j
    simp [position, Fin.sum_univ_succ]
  have hz : phase q 0 = 1 := by simp [phase]
  have hadd : ∀ x y, phase q (x + y) = phase q x * phase q y := by
    intro x y
    unfold phase
    rw [← Complex.exp_add]
    congr 1
    push_cast
    ring
  unfold structureFactor
  rw [Fin.sum_univ_succ, h0, hz, Finset.mul_sum]
  congr 1
  exact Finset.sum_congr rfl fun j _ => by rw [hs, hadd]

/-- For weights that sum to one, the mean scattering amplitude of `N` atoms is the geometric
sum of the powers `φ^m` with `m < N`. -/
theorem mean_structureFactor {p : ι → ℝ} (hp : ∑ s, p s = 1) (a : ι → ℝ) (q : ℝ) (N : ℕ) :
    mean p (fun ω : Fin N → ι => structureFactor q a ω)
      = ∑ m ∈ Finset.range N, spacingFactor p a q ^ m := by
  induction N with
  | zero => simp [mean, structureFactor]
  | succ N ih =>
    have h : ∀ s, mean p (fun ω : Fin N → ι =>
        structureFactor q a (Fin.cons s ω : Fin (N + 1) → ι))
        = 1 + phase q (a s) * ∑ m ∈ Finset.range N, spacingFactor p a q ^ m := by
      intro s
      simp only [structureFactor_cons]
      rw [← ih]
      have h1 := mean_add_linear p (fun _ : Fin N → ι => (1 : ℂ))
        (LinearMap.mulLeft ℝ (phase q (a s))) (fun ω => structureFactor q a ω)
      rw [mean_const hp] at h1
      exact h1
    rw [mean_succ]
    simp only [h]
    calc _ = (∑ s, p s) • (1 : ℂ) + (∑ s, p s • phase q (a s)) *
          ∑ m ∈ Finset.range N, spacingFactor p a q ^ m := by
          rw [Finset.sum_smul, Finset.sum_mul, ← Finset.sum_add_distrib]
          exact Finset.sum_congr rfl fun s _ => by rw [smul_add, smul_mul_assoc]
      _ = _ := by
          rw [hp, one_smul, geom_sum_succ]
          exact add_comm _ _

/-- For weights that sum to one, an additional atom changes the mean intensity by its own scattering
and by its interference with the `N` atoms already there. -/
theorem meanIntensity_succ {p : ι → ℝ} (hp : ∑ s, p s = 1) (a : ι → ℝ) (q : ℝ) (N : ℕ) :
    meanIntensity p a q (N + 1) = meanIntensity p a q N
      + (1 + 2 * (spacingFactor p a q
          * ∑ m ∈ Finset.range N, spacingFactor p a q ^ m).re) := by
  have h : ∀ s, mean p (fun ω : Fin N → ι =>
      ‖structureFactor q a (Fin.cons s ω : Fin (N + 1) → ι)‖ ^ 2)
      = 1 + meanIntensity p a q N
        + 2 * (phase q (a s) * ∑ m ∈ Finset.range N, spacingFactor p a q ^ m).re := by
    intro s
    have hz : Complex.normSq (phase q (a s)) = 1 := by
      rw [Complex.normSq_eq_norm_sq, phase, Complex.norm_exp_ofReal_mul_I, one_pow]
    -- expand the square of the sum of the first atom and the rest
    have hn : ∀ ω : Fin N → ι, ‖structureFactor q a (Fin.cons s ω : Fin (N + 1) → ι)‖ ^ 2
        = (1 + ‖structureFactor q a ω‖ ^ 2)
          + 2 * (phase q (a s) * structureFactor q a ω).re := by
      intro ω
      rw [structureFactor_cons, ← Complex.normSq_eq_norm_sq, ← Complex.normSq_eq_norm_sq,
        Complex.normSq_add, Complex.normSq_mul, hz]
      simp only [map_one, one_mul, Complex.conj_re]
    simp only [hn]
    have h1 := mean_add_linear p (fun ω : Fin N → ι => 1 + ‖structureFactor q a ω‖ ^ 2)
      ((2 : ℝ) • (Complex.reLm ∘ₗ LinearMap.mulLeft ℝ (phase q (a s))))
      (fun ω => structureFactor q a ω)
    have h2 := mean_add_linear p (fun _ : Fin N → ι => (1 : ℝ)) LinearMap.id
      (fun ω => ‖structureFactor q a ω‖ ^ 2)
    rw [mean_const hp] at h2
    rw [mean_structureFactor hp] at h1
    exact h1.trans (congrArg (fun x : ℝ => x + 2 * (phase q (a s)
      * ∑ m ∈ Finset.range N, spacingFactor p a q ^ m).re) h2)
  have lin : ∀ w : ℂ, (spacingFactor p a q * w).re = ∑ s, p s * (phase q (a s) * w).re := by
    intro w
    simp only [spacingFactor, Finset.sum_mul, Complex.re_sum, smul_mul_assoc,
      Complex.smul_re, smul_eq_mul]
  rw [meanIntensity, mean_succ]
  simp only [h, smul_eq_mul]
  rw [lin]
  -- average over the first spacing
  calc _ = (∑ s, p s) * (1 + meanIntensity p a q N) + 2 * ∑ s, p s *
        (phase q (a s) * ∑ m ∈ Finset.range N, spacingFactor p a q ^ m).re := by
        rw [Finset.sum_mul, Finset.mul_sum, ← Finset.sum_add_distrib]
        exact Finset.sum_congr rfl fun s _ => by ring
    _ = _ := by rw [hp]; ring

/-- Mean intensity of the paracrystal: for `N` atoms with independent spacings, whose weights
sum to one, the mean of `|S(q)|²` is `N + 2 Re ∑ (N - m) φ^m` over `0 < m < N`. -/
theorem meanIntensity_eq {p : ι → ℝ} (hp : ∑ s, p s = 1) (a : ι → ℝ) (q : ℝ) (N : ℕ) :
    meanIntensity p a q N
      = N + 2 * (∑ m ∈ Finset.Ico 1 N, ((N : ℂ) - m) * spacingFactor p a q ^ m).re := by
  induction N with
  | zero => simp [meanIntensity, mean, structureFactor]
  | succ N ih =>
    have e : ∑ m ∈ Finset.Ico 1 (N + 1), ((N : ℂ) - m) * spacingFactor p a q ^ m
        = ∑ m ∈ Finset.Ico 1 N, ((N : ℂ) - m) * spacingFactor p a q ^ m := by
      rcases Nat.eq_zero_or_pos N with h | h
      · simp [h]
      · rw [Finset.sum_Ico_succ_top h]
        simp
    have g : spacingFactor p a q * ∑ m ∈ Finset.range N, spacingFactor p a q ^ m
        = ∑ m ∈ Finset.Ico 1 (N + 1), spacingFactor p a q ^ m := by
      rw [Finset.sum_Ico_eq_sum_range, Finset.mul_sum]
      exact Finset.sum_congr (by simp) fun m _ => by rw [pow_add, pow_one]
    -- every pair distance `m` occurs once more in the longer chain
    have tot : ∑ m ∈ Finset.Ico 1 (N + 1), (((N + 1 : ℕ) : ℂ) - m) * spacingFactor p a q ^ m
        = ∑ m ∈ Finset.Ico 1 N, ((N : ℂ) - m) * spacingFactor p a q ^ m
          + spacingFactor p a q * ∑ m ∈ Finset.range N, spacingFactor p a q ^ m := by
      rw [g, ← e, ← Finset.sum_add_distrib]
      exact Finset.sum_congr rfl fun m _ => by push_cast; ring
    rw [meanIntensity_succ hp, ih, tot, Complex.add_re]
    push_cast
    ring

/-- For weights that sum to one and `|φ| < 1`, the mean intensity per atom of a long chain
tends to `(1 - |φ|²) / |1 - φ|²`. -/
theorem tendsto_meanIntensity_div {p : ι → ℝ} (hp : ∑ s, p s = 1) (a : ι → ℝ) (q : ℝ)
    (h : ‖spacingFactor p a q‖ < 1) :
    Tendsto (fun N : ℕ => meanIntensity p a q N / N) atTop
      (𝓝 ((1 - ‖spacingFactor p a q‖ ^ 2) / ‖1 - spacingFactor p a q‖ ^ 2)) := by
  have hsum : ∀ N, meanIntensity p a q N = ∑ n ∈ Finset.range N,
      (1 + 2 * (spacingFactor p a q
        * ∑ m ∈ Finset.range n, spacingFactor p a q ^ m).re) := by
    intro N
    induction N with
    | zero => simp [meanIntensity, mean, structureFactor]
    | succ N ih => rw [meanIntensity_succ hp, ih, Finset.sum_range_succ]
  have key : ∀ z : ℂ, 1 - z ≠ 0 →
      1 + 2 * (z * (1 - z)⁻¹).re = (1 - ‖z‖ ^ 2) / ‖1 - z‖ ^ 2 := by
    intro z hz
    have hn : Complex.normSq (1 - z) ≠ 0 := (Complex.normSq_pos.mpr hz).ne'
    rw [← Complex.normSq_eq_norm_sq, ← Complex.normSq_eq_norm_sq, Complex.mul_re,
      Complex.inv_re, Complex.inv_im]
    field_simp
    simp only [Complex.normSq_apply, Complex.sub_re, Complex.sub_im, Complex.one_re,
      Complex.one_im]
    ring
  have hne : 1 - spacingFactor p a q ≠ 0 := by
    intro h0
    rw [← sub_eq_zero.mp h0] at h
    simp at h
  -- the increments converge by the geometric series, hence so do their averages
  have h1 := (hasSum_geometric_of_norm_lt_one h).tendsto_sum_nat
  have h2 := (Complex.continuous_re.tendsto _).comp (h1.const_mul (spacingFactor p a q))
  have h3 := ((h2.const_mul 2).const_add 1).cesaro
  rw [key _ hne] at h3
  refine h3.congr fun N => ?_
  rw [hsum, div_eq_inv_mul]
  rfl

/-- For weights that sum to one and `φ = 1`, the mean intensity of `N` atoms is `N²`. -/
theorem meanIntensity_of_eq_one {p : ι → ℝ} (hp : ∑ s, p s = 1) (a : ι → ℝ) (q : ℝ)
    (h : spacingFactor p a q = 1) (N : ℕ) : meanIntensity p a q N = (N : ℝ) ^ 2 := by
  induction N with
  | zero => simp [meanIntensity, mean, structureFactor]
  | succ N ih =>
    rw [meanIntensity_succ hp, ih, h]
    simp only [one_pow, Finset.sum_const, Finset.card_range, nsmul_eq_mul, mul_one, one_mul,
      Complex.natCast_re]
    push_cast
    ring

/-- For a probability distribution of spacings, `|φ| < 1` as soon as two spacings of positive
probability have different phase factors. -/
theorem norm_spacingFactor_lt_one {p : ι → ℝ} (h0 : ∀ s, 0 ≤ p s) (hp : ∑ s, p s = 1)
    (a : ι → ℝ) (q : ℝ) {s t : ι} (hs : 0 < p s) (ht : 0 < p t)
    (hst : phase q (a s) ≠ phase q (a t)) : ‖spacingFactor p a q‖ < 1 := by
  have lin : ∀ w : ℂ, (spacingFactor p a q * w).re = ∑ u, p u * (phase q (a u) * w).re := by
    intro w
    simp only [spacingFactor, Finset.sum_mul, Complex.re_sum, smul_mul_assoc,
      Complex.smul_re, smul_eq_mul]
  have hz : ∀ u, Complex.normSq (phase q (a u)) = 1 := by
    intro u
    rw [Complex.normSq_eq_norm_sq, phase, Complex.norm_exp_ofReal_mul_I, one_pow]
  -- the variance of the phase factor is `1 - |φ|²`
  have hvar : ∑ u, p u * Complex.normSq (phase q (a u) - spacingFactor p a q)
      = 1 - Complex.normSq (spacingFactor p a q) := by
    calc _ = (∑ u, p u) * (1 + Complex.normSq (spacingFactor p a q))
          - 2 * ∑ u, p u * (phase q (a u) * conj (spacingFactor p a q)).re := by
          rw [Finset.sum_mul, Finset.mul_sum, ← Finset.sum_sub_distrib]
          exact Finset.sum_congr rfl fun u _ => by rw [Complex.normSq_sub, hz]; ring
      _ = _ := by
          rw [← lin, Complex.mul_conj, Complex.ofReal_re, hp]
          ring
  by_contra hcon
  have hge : 1 ≤ ‖spacingFactor p a q‖ := not_lt.mp hcon
  have hle : 1 - Complex.normSq (spacingFactor p a q) ≤ 0 := by
    rw [Complex.normSq_eq_norm_sq]
    nlinarith
  -- without variance every phase factor that occurs equals the mean
  have heq : ∀ u, 0 < p u → phase q (a u) = spacingFactor p a q := by
    intro u hu
    have h1 : p u * Complex.normSq (phase q (a u) - spacingFactor p a q)
        ≤ ∑ v, p v * Complex.normSq (phase q (a v) - spacingFactor p a q) :=
      Finset.single_le_sum
        (f := fun v => p v * Complex.normSq (phase q (a v) - spacingFactor p a q))
        (fun v _ => mul_nonneg (h0 v) (Complex.normSq_nonneg _)) (Finset.mem_univ u)
    by_contra hne
    have h2 := mul_pos hu (Complex.normSq_pos.mpr (sub_ne_zero.mpr hne))
    linarith
  exact hst ((heq s hs).trans (heq t ht).symm)

end

end Paracrystal
```

```lean
#print axioms Paracrystal.meanIntensity_eq
#print axioms Paracrystal.tendsto_meanIntensity_div
#print axioms Paracrystal.meanIntensity_of_eq_one
#print axioms Paracrystal.norm_spacingFactor_lt_one
```

```
'Paracrystal.meanIntensity_eq' depends on axioms: [propext, Classical.choice, Quot.sound]
'Paracrystal.tendsto_meanIntensity_div' depends on axioms: [propext, Classical.choice, Quot.sound]
'Paracrystal.meanIntensity_of_eq_one' depends on axioms: [propext, Classical.choice, Quot.sound]
'Paracrystal.norm_spacingFactor_lt_one' depends on axioms: [propext, Classical.choice, Quot.sound]
```

## Chains, weights and amplitudes

The physical question is how disorder in the spacings changes diffraction from a chain when each spacing error shifts all later atoms. The type `ι` labels the finitely many possible spacings; `a s` is the length of spacing $s$ and `p s` its weight. A configuration `ω : Fin N → ι` chooses one spacing after each atom. Atom $j$ sits at the sum of the spacings before it, so the first atom is at the origin and the last spacing has no effect.

The amplitude is $S(q)=\sum_j e^{-iqx_j}$, where $x_j$ is the position of atom $j$. The code calls it `structureFactor`, a name that many texts reserve for the mean of $|S|^2/N$. The function `mean` weights each configuration by the product of its `p` values, which expresses independence. `meanIntensity` is the mean of $|S|^2$, not divided by $N$, and `spacingFactor` is $\varphi$.

The finite formula, `meanIntensity_eq`, holds for every $N$, including zero, and assumes only that the weights sum to one. The limit, `tendsto_meanIntensity_div`, also assumes $|\varphi|<1$, which means that the phase correlation between atoms decays with their separation along the chain. Nonnegative weights are needed to read `mean` as a probability average, but only `norm_spacingFactor_lt_one` assumes them.

The atoms are point scatterers, each wave scatters once, and continuous spacing distributions are excluded. The result is a mean over configurations, so a measured pattern is comparable with it only if the measurement averages too, for example over many parallel chains whose waves do not interfere with one another; for a single frozen disordered chain, $|S|^2$ at a given $q$ generally differs from the mean, however long the chain. In simulation, the finite formula supplies a reference value for sampled intensities of free-ended chains with independent spacings.

## Adding one atom at the front

Put a new atom and a spacing $a_s$ before a chain of $N$ atoms, and write $z_s=e^{-iqa_s}$. All old atoms shift by $a_s$, so the new amplitude is

$$S'=1+z_sS.$$

This is `structureFactor_cons`. By `mean_succ`, the average can be taken over the first spacing and the others in turn. Let $A_N$ be the mean of $S$. Since $z_s$ and $S$ are independent,

$$A_{N+1}=1+\varphi A_N,\qquad A_0=0,\qquad A_N=\sum_{m=0}^{N-1}\varphi^m,$$

which `mean_structureFactor` proves by induction. Because $|z_s|=1$,

$$|S'|^2=1+|S|^2+2\,\mathrm{Re}(z_sS).$$

Averaging with `mean_const` and `mean_add_linear` gives `meanIntensity_succ` for the mean intensity $I_N$:

$$I_{N+1}=I_N+1+2\,\mathrm{Re}(\varphi A_N)=I_N+1+2\,\mathrm{Re}\sum_{m=1}^{N}\varphi^m.$$

Starting from $I_0=0$, the increments from $n=0$ to $N-1$ add up to $I_N$. The power $\varphi^m$ appears for $n=m,\dots,N-1$, hence $N-m$ times, and this is the finite formula. The Lean proof does the same count by induction: the identity `tot` says that each separation $m$ gains one pair when an atom is added.

For two atoms the formula can be read off directly: $|1+z_s|^2=2+2\,\mathrm{Re}\,z_s$ has mean $2+2\,\mathrm{Re}\,\varphi$.

## The long chain

If $|\varphi|<1$, the geometric series gives $\varphi A_N\to\varphi/(1-\varphi)$, so the increments tend to

$$1+2\,\mathrm{Re}\frac{\varphi}{1-\varphi}
=\mathrm{Re}\frac{(1+\varphi)(1-\bar\varphi)}{|1-\varphi|^2}
=\frac{1-|\varphi|^2}{|1-\varphi|^2}.$$

The last step holds because $\varphi-\bar\varphi$ is imaginary. The ratio $I_N/N$ is the average of the first $N$ increments and has the same limit; `cesaro` supplies this step, and `key` the algebra.

For a probability distribution, `norm_spacingFactor_lt_one` shows that $|\varphi|<1$ once two spacings of positive probability have different phase factors. Expanding the square gives

$$\sum_s p_s|z_s-\varphi|^2=1-|\varphi|^2.$$

If $|\varphi|\ge1$, the nonnegative terms on the left must all vanish, so every $z_s$ with $p_s>0$ equals $\varphi$, a contradiction.

At $\varphi=1$ the increment is $1+2N$, and `meanIntensity_of_eq_one` gives $I_N=N^2$. This is the Bragg condition. At $q=0$ it is met for any spacings, that is, in forward scattering and whenever the scattering vector is perpendicular to the chain. For a probability distribution, $\varphi=1$ means that every spacing that occurs has phase factor one, so all atoms scatter in phase and the intensity per atom grows as $N$.
